# The p² interval ratio runs from 3 in LS coupling to 1 in jj coupling

For a single p² configuration with fixed electron repulsion, and with one-electron spin-orbit coupling as the only magnetic interaction, let $E_0, E_1, E_2$ be the lowest levels with $J = 0, 1, 2$. The ratio $R = (E_2 - E_0)/(E_1 - E_0)$ tends to 3 as the spin-orbit constant goes to zero from above and to 1 as it goes to infinity, and it is below 3 at every positive value.

```lean
import Mathlib

open Filter Topology Matrix

namespace PSquaredIntervalRatio

noncomputable section

/-- The lower root of the characteristic polynomial of a real symmetric 2×2 matrix. -/
def lowerEig (M : Matrix (Fin 2) (Fin 2) ℝ) : ℝ :=
  (M 0 0 + M 1 1 - Real.sqrt ((M 0 0 - M 1 1) ^ 2 + 4 * (M 0 1) ^ 2)) / 2

/-- The J = 0 block of p² with Slater parameter `F` and spin-orbit constant `z`. -/
def blockJ0 (F z : ℝ) : Matrix (Fin 2) (Fin 2) ℝ :=
  !![-5 * F - z, -(Real.sqrt 2 * z); -(Real.sqrt 2 * z), 10 * F]

/-- The J = 2 block of p² with Slater parameter `F` and spin-orbit constant `z`. -/
def blockJ2 (F z : ℝ) : Matrix (Fin 2) (Fin 2) ℝ :=
  !![-5 * F + z / 2, z / Real.sqrt 2; z / Real.sqrt 2, F]

/-- The lower J = 0 level. -/
def E0 (F z : ℝ) : ℝ := lowerEig (blockJ0 F z)

/-- The single J = 1 level. -/
def E1 (F z : ℝ) : ℝ := -5 * F - z / 2

/-- The lower J = 2 level. -/
def E2 (F z : ℝ) : ℝ := lowerEig (blockJ2 F z)

/-- The interval ratio (E2 - E0) / (E1 - E0), meant for `z > 0`. -/
def intervalRatio (F z : ℝ) : ℝ := (E2 F z - E0 F z) / (E1 F z - E0 F z)

/-- The square root of the discriminant of the J = 0 block. -/
def rootJ0 (F z : ℝ) : ℝ := Real.sqrt (225 * F ^ 2 + 30 * F * z + 9 * z ^ 2)

/-- The square root of the discriminant of the J = 2 block. -/
def rootJ2 (F z : ℝ) : ℝ := Real.sqrt (36 * F ^ 2 - 6 * F * z + 9 / 4 * z ^ 2)

/-- For a real symmetric 2×2 matrix, `lowerEig` is the least eigenvalue. -/
theorem lowerEig_isLeast (M : Matrix (Fin 2) (Fin 2) ℝ) (hM : M.IsSymm) :
    IsLeast {μ : ℝ | ∃ v : Fin 2 → ℝ, v ≠ 0 ∧ M *ᵥ v = μ • v} (lowerEig M) := by
  have h10 : M 1 0 = M 0 1 := hM.apply 0 1
  -- eigenvalues are the roots of the characteristic polynomial
  have key : ∀ μ : ℝ, (∃ v : Fin 2 → ℝ, v ≠ 0 ∧ M *ᵥ v = μ • v) ↔
      (M 0 0 - μ) * (M 1 1 - μ) - (M 0 1) ^ 2 = 0 := by
    intro μ
    have hdet : (M - μ • (1 : Matrix (Fin 2) (Fin 2) ℝ)).det =
        (M 0 0 - μ) * (M 1 1 - μ) - (M 0 1) ^ 2 := by
      rw [Matrix.det_fin_two]
      simp [h10]
      ring
    rw [← hdet, ← Matrix.exists_mulVec_eq_zero_iff]
    refine exists_congr fun v => and_congr_right fun _ => ?_
    rw [Matrix.sub_mulVec, Matrix.smul_mulVec, Matrix.one_mulVec, sub_eq_zero]
  constructor
  · refine (key _).2 ?_
    have hr := Real.sq_sqrt
      (show 0 ≤ (M 0 0 - M 1 1) ^ 2 + 4 * (M 0 1) ^ 2 by positivity)
    unfold lowerEig
    linear_combination hr / 4
  · intro μ hμ
    have h := (key μ).1 hμ
    have habs := Real.abs_le_sqrt
      (show (2 * μ - M 0 0 - M 1 1) ^ 2 ≤ (M 0 0 - M 1 1) ^ 2 + 4 * (M 0 1) ^ 2 by
        linarith)
    have hlow := (abs_le.1 habs).1
    unfold lowerEig
    linarith

/-- The gap between the J = 1 level and the lower J = 0 level. -/
theorem gap_one_zero (F z : ℝ) : E1 F z - E0 F z = (rootJ0 F z - 15 * F) / 2 := by
  have h2 := Real.sq_sqrt (show (0 : ℝ) ≤ 2 by norm_num)
  have h : (-5 * F - z - 10 * F) ^ 2 + 4 * (-(Real.sqrt 2 * z)) ^ 2 =
      225 * F ^ 2 + 30 * F * z + 9 * z ^ 2 := by
    linear_combination 4 * z ^ 2 * h2
  have e : E0 F z = (-5 * F - z + 10 * F - Real.sqrt
      ((-5 * F - z - 10 * F) ^ 2 + 4 * (-(Real.sqrt 2 * z)) ^ 2)) / 2 := rfl
  rw [e, h, E1, rootJ0]
  ring

/-- The gap between the lower J = 2 level and the J = 1 level. -/
theorem gap_two_one (F z : ℝ) :
    E2 F z - E1 F z = 3 * F + 3 / 4 * z - rootJ2 F z / 2 := by
  have h : (-5 * F + z / 2 - F) ^ 2 + 4 * (z / Real.sqrt 2) ^ 2 =
      36 * F ^ 2 - 6 * F * z + 9 / 4 * z ^ 2 := by
    rw [div_pow z, Real.sq_sqrt (show (0 : ℝ) ≤ 2 by norm_num)]
    ring
  have e : E2 F z = (-5 * F + z / 2 + F - Real.sqrt
      ((-5 * F + z / 2 - F) ^ 2 + 4 * (z / Real.sqrt 2) ^ 2)) / 2 := rfl
  rw [e, h, E1, rootJ2]
  ring

/-- For `F > 0` and `z > 0` the interval ratio has a closed form in which the
common factor `z` of the two gaps has cancelled. -/
theorem intervalRatio_eq {F z : ℝ} (hF : 0 < F) (hz : 0 < z) :
    intervalRatio F z = 1 + 12 * F * (rootJ0 F z + 15 * F) /
      ((30 * F + 9 * z) * (3 * F + 3 / 4 * z + rootJ2 F z / 2)) := by
  have h0 : rootJ0 F z ^ 2 = 225 * F ^ 2 + 30 * F * z + 9 * z ^ 2 :=
    Real.sq_sqrt (by positivity)
  have h2 : rootJ2 F z ^ 2 = 36 * F ^ 2 - 6 * F * z + 9 / 4 * z ^ 2 :=
    Real.sq_sqrt (by nlinarith [sq_nonneg (6 * F - z / 2), sq_nonneg z])
  have hs2 : 0 ≤ rootJ2 F z := Real.sqrt_nonneg _
  have hs0 : 15 * F < rootJ0 F z :=
    Real.lt_sqrt_of_sq_lt (by nlinarith [mul_pos hF hz, sq_nonneg z])
  have hd : 0 < (rootJ0 F z - 15 * F) / 2 := by linarith
  have hE : E2 F z - E0 F z = (E1 F z - E0 F z) + (E2 F z - E1 F z) := by ring
  rw [intervalRatio, hE, gap_one_zero, gap_two_one, add_div, div_self hd.ne']
  congr 1
  -- both gaps are rationalised by their conjugates
  rw [div_eq_div_iff hd.ne' (by positivity)]
  linear_combination (-(30 * F + 9 * z) / 4) * h2 - 6 * F * h0

/-- For `z > 0` and any real `F` the interval ratio is strictly below the Landé value 3. -/
theorem intervalRatio_lt_three {F z : ℝ} (hz : 0 < z) :
    intervalRatio F z < 3 := by
  have hs0 : 15 * F + z < rootJ0 F z :=
    Real.lt_sqrt_of_sq_lt (by nlinarith [mul_pos hz hz])
  have hs2 : 6 * F - z / 2 < rootJ2 F z :=
    Real.lt_sqrt_of_sq_lt (by nlinarith [mul_pos hz hz])
  have g1 := gap_one_zero F z
  have g2 := gap_two_one F z
  rw [intervalRatio, div_lt_iff₀ (by linarith)]
  linarith

/-- For `F > 0` and `z > 0` the interval ratio differs from 1 by at most
`16 F / (4 F + z)`. -/
theorem abs_intervalRatio_sub_one_le {F z : ℝ} (hF : 0 < F) (hz : 0 < z) :
    |intervalRatio F z - 1| ≤ 16 * F / (4 * F + z) := by
  have hs0 : 0 ≤ rootJ0 F z := Real.sqrt_nonneg _
  have hs2 : 0 ≤ rootJ2 F z := Real.sqrt_nonneg _
  have hup : rootJ0 F z ≤ 15 * F + 3 * z :=
    Real.sqrt_le_iff.2 ⟨by positivity, by nlinarith [mul_pos hF hz]⟩
  have hsum : rootJ0 F z + 15 * F ≤ 30 * F + 9 * z := by linarith
  rw [intervalRatio_eq hF hz, add_sub_cancel_left, abs_of_nonneg (by positivity),
    div_le_div_iff₀ (by positivity) (by positivity)]
  have hpos : 0 ≤ 16 * F * ((30 * F + 9 * z) * (rootJ2 F z / 2)) := by positivity
  calc 12 * F * (rootJ0 F z + 15 * F) * (4 * F + z)
      ≤ 12 * F * (30 * F + 9 * z) * (4 * F + z) := by gcongr
    _ ≤ 16 * F * ((30 * F + 9 * z) * (3 * F + 3 / 4 * z + rootJ2 F z / 2)) := by
        linarith

/-- For fixed `F > 0` the interval ratio of p² tends to 3 as the spin-orbit constant
goes to zero from above (LS coupling), and to 1 as it goes to infinity (jj coupling). -/
theorem intervalRatio_LS_jj_limits {F : ℝ} (hF : 0 < F) :
    Tendsto (intervalRatio F) (𝓝[>] 0) (𝓝 3) ∧
      Tendsto (intervalRatio F) atTop (𝓝 1) := by
  constructor
  · -- the closed form is continuous at z = 0
    have hc : ContinuousAt (fun z : ℝ => 1 + 12 * F * (rootJ0 F z + 15 * F) /
        ((30 * F + 9 * z) * (3 * F + 3 / 4 * z + rootJ2 F z / 2))) 0 := by
      have hs2 : 0 ≤ rootJ2 F 0 := Real.sqrt_nonneg _
      refine continuousAt_const.add (ContinuousAt.div ?_ ?_ ?_)
      · apply Continuous.continuousAt
        unfold rootJ0
        fun_prop
      · apply Continuous.continuousAt
        unfold rootJ2
        fun_prop
      · positivity
    have r0 : rootJ0 F 0 = 15 * F := by
      rw [rootJ0, show 225 * F ^ 2 + 30 * F * 0 + 9 * 0 ^ 2 = (15 * F) ^ 2 by ring,
        Real.sqrt_sq (by positivity)]
    have r2 : rootJ2 F 0 = 6 * F := by
      rw [rootJ2, show 36 * F ^ 2 - 6 * F * 0 + 9 / 4 * 0 ^ 2 = (6 * F) ^ 2 by ring,
        Real.sqrt_sq (by positivity)]
    have hval : 1 + 12 * F * (rootJ0 F 0 + 15 * F) /
        ((30 * F + 9 * 0) * (3 * F + 3 / 4 * 0 + rootJ2 F 0 / 2)) = 3 := by
      have hne : (30 * F + 9 * 0) * (3 * F + 3 / 4 * 0 + 6 * F / 2) ≠ 0 := by
        positivity
      have hq : 12 * F * (15 * F + 15 * F) /
          ((30 * F + 9 * 0) * (3 * F + 3 / 4 * 0 + 6 * F / 2)) = 2 := by
        rw [div_eq_iff hne]
        ring
      rw [r0, r2, hq]
      norm_num
    have ht := hc.tendsto
    rw [hval] at ht
    refine (ht.mono_left nhdsWithin_le_nhds).congr' ?_
    filter_upwards [self_mem_nhdsWithin] with z hz
    exact (intervalRatio_eq hF hz).symm
  · -- the distance from 1 is squeezed to zero
    have hb : Tendsto (fun z : ℝ => 16 * F / (4 * F + z)) atTop (𝓝 0) :=
      tendsto_const_nhds.div_atTop (tendsto_atTop_add_const_left atTop (4 * F) tendsto_id)
    refine tendsto_iff_norm_sub_tendsto_zero.2
      (squeeze_zero' (Eventually.of_forall fun _ => norm_nonneg _) ?_ hb)
    filter_upwards [eventually_gt_atTop (0 : ℝ)] with z hz
    rw [Real.norm_eq_abs]
    exact abs_intervalRatio_sub_one_le hF hz

end

end PSquaredIntervalRatio
```

```lean
#print axioms PSquaredIntervalRatio.lowerEig_isLeast
-- 'PSquaredIntervalRatio.lowerEig_isLeast' depends on axioms: [propext, Classical.choice, Quot.sound]
#print axioms PSquaredIntervalRatio.intervalRatio_lt_three
-- 'PSquaredIntervalRatio.intervalRatio_lt_three' depends on axioms: [propext, Classical.choice, Quot.sound]
#print axioms PSquaredIntervalRatio.intervalRatio_LS_jj_limits
-- 'PSquaredIntervalRatio.intervalRatio_LS_jj_limits' depends on axioms: [propext, Classical.choice, Quot.sound]
```

## Repulsion against spin-orbit coupling

Two equivalent p electrons form the terms ³P, ¹D and ¹S. Their repulsion places these at $-5F$, $F$ and $10F$, up to a common shift. Here $F$ is the reduced Slater parameter, usually written $F_2 = F^2/25$, where the $F^2$ on the right is the Slater integral. The spin-orbit constant of one p electron, usually $\zeta$, is called $z$.

Spin-orbit coupling shifts the ³P levels with $J = 0, 1, 2$ by $-z$, $-z/2$ and $z/2$. It also mixes ³P₀ with ¹S₀ and ³P₂ with ¹D₂, which gives the blocks

$$
\begin{pmatrix} -5F - z & -\sqrt2\,z \\ -\sqrt2\,z & 10F \end{pmatrix},
\qquad
\begin{pmatrix} -5F + z/2 & z/\sqrt2 \\ z/\sqrt2 & F \end{pmatrix}
$$

for $J = 0$ and $J = 2$. The $J = 1$ level stands alone at $-5F - z/2$.

For small $z$ the mixing is negligible, and the Landé rule makes the two intervals $z/2$ and $z$, so $R$ is near 3. For large $z$ the lowest $J = 0$ level has both electrons in p₁/₂, while the other two levels belong to p₁/₂p₃/₂ and lie close together compared with $z$. Then $R$ is near 1.

Spin-orbit state interaction diagonalises matrices of this kind, with spin-free energies on the diagonal and spin-orbit couplings added. The two limits can be used to check such a calculation by scaling its spin-orbit couplings down or up. This requires all three terms of one p² configuration and no other states, one common set of p orbitals, and a spin-orbit operator $z\,\mathbf l\cdot\mathbf s$ for each electron. With the ³P states alone, $R$ would stay at 3 for every $z > 0$.

## What the theorems say

`blockJ0` and `blockJ2` are the two matrices, and `E1` is the $J = 1$ energy. `E0` and `E2` apply `lowerEig`, the quadratic formula with the minus sign, to the blocks. The theorem `lowerEig_isLeast` says that for any real symmetric 2×2 matrix this number is the least $\mu$ for which $Mv = \mu v$ has a nonzero real solution $v$. Both blocks are symmetric.

`intervalRatio_LS_jj_limits` states the two limits for fixed $F > 0$. The filter `𝓝[>] 0` means that $z$ approaches zero through positive values, and `atTop` means that $z$ grows without bound. `intervalRatio_lt_three` gives $R < 3$ for $z > 0$ and any real $F$. `abs_intervalRatio_sub_one_le` gives $|R - 1| \le 16F/(4F + z)$ for positive $F$ and $z$.

The condition $F > 0$ expresses that the electrons repel. The LS limit fails without it. For $F = 0$, $R = 1$ at every $z > 0$. For $F < 0$ the lowest levels with $J = 0$ and $J = 2$ come from ¹S and ¹D at small $z$, and $R$ tends to $3/5$ as $z$ goes to zero from above.

The matrices are entered as data. Their derivation from a two-electron Hamiltonian confined to the p² configuration is the step that connects the theorems to an atom. That Hamiltonian leaves out the spin-spin interaction, which also splits ³P and can move $R$ away from 3 in light atoms.

## The lower eigenvalue and the two gaps

For a symmetric matrix with diagonal $a, d$ and off-diagonal $b$, the number $\mu$ is an eigenvalue exactly when $(a - \mu)(d - \mu) - b^2 = 0$, or equivalently

$$(2\mu - a - d)^2 = (a - d)^2 + 4b^2 .$$

Hence $2\mu \ge a + d - \sqrt{(a-d)^2 + 4b^2}$, with equality at the lower root. In Lean, `Matrix.exists_mulVec_eq_zero_iff` links nonzero eigenvectors to the vanishing determinant, and `Real.abs_le_sqrt` supplies the inequality.

Write $s_0$ and $s_2$ for `rootJ0` and `rootJ2`, the roots of the block discriminants:

$$s_0^2 = 225F^2 + 30Fz + 9z^2, \qquad s_2^2 = 36F^2 - 6Fz + \tfrac94 z^2 .$$

Then $E_0 = (5F - z - s_0)/2$ and $E_2 = (-4F + z/2 - s_2)/2$. Subtraction gives `gap_one_zero` and `gap_two_one`:

$$E_1 - E_0 = \frac{s_0 - 15F}{2}, \qquad E_2 - E_1 = 3F + \tfrac34 z - \frac{s_2}{2} .$$

For $F, z > 0$, multiplying each gap by its conjugate gives

$$E_1 - E_0 = \frac{z(30F + 9z)}{2(s_0 + 15F)}, \qquad E_2 - E_1 = \frac{6Fz}{3F + \frac34 z + \frac{s_2}{2}} .$$

Since $R = 1 + (E_2 - E_1)/(E_1 - E_0)$, the factor $z$ cancels:

$$R = 1 + \frac{12F(s_0 + 15F)}{(30F + 9z)\left(3F + \frac34 z + \frac{s_2}{2}\right)} .$$

This is `intervalRatio_eq`.

## The bounds and the limits

For $z > 0$, $s_0^2 = (15F + z)^2 + 8z^2$ and $s_2^2 = (6F - z/2)^2 + 2z^2$. Therefore $s_0 > 15F + z$ and $s_2 > 6F - z/2$. The gaps then satisfy $E_1 - E_0 > z/2$ and $E_2 - E_1 < z$, so $R < 3$.

For the other bound, $F, z > 0$ gives $s_0 \le 15F + 3z$, hence $s_0 + 15F \le 30F + 9z$. Inserting this in the closed form and dropping $s_2 \ge 0$ from the denominator yields

$$0 \le R - 1 \le \frac{12F}{3F + \frac34 z} = \frac{16F}{4F + z} .$$

The right-hand side vanishes as $z \to \infty$, and `squeeze_zero'` turns this into the jj limit.

At $z = 0$ the roots are $s_0 = 15F$ and $s_2 = 6F$, and the closed form equals $1 + 360F^2/(180F^2) = 3$. It is continuous there, whereas the original quotient is $0/0$. The proof therefore takes the limit of the closed form and transfers it with `congr'`, which needs agreement only for $z > 0$.

## Square roots as plain symbols in `linear_combination`

The cancellation of $z$ rests on one tactic call. After `div_eq_div_iff` clears the denominators, the goal is a polynomial identity in $F$, $z$, $s_0$ and $s_2$ that holds only because of the two equations for the squares. These are the hypotheses `h0` and `h2`.

`linear_combination` is given a multiplier for each equation: $-6F$ for `h0` and $-(30F + 9z)/4$ for `h2`. It subtracts these multiples from the goal and asks `ring` to confirm that nothing remains. `ring` treats the roots as unknown symbols. What is left after the squares are replaced is

$$(30F + 9z)\cdot 6Fz = 6F\,(30Fz + 9z^2),$$

the same identity that makes the conjugate calculation work.
